# Exact contour moments recover k enclosed simple-pole eigenvalues when the zeroth moment has rank k

Let \(F(z)\) be an \(n\times m\) matrix function, such as a resolvent applied to \(m\) probe vectors. On a circle of centre \(c\) and radius \(R>0\), traversed counterclockwise, its moments are
\[
A_p=\frac{1}{2\pi i}\oint z^pF(z)\,dz .
\]
The \(k\) enclosed eigenvalues \(\lambda_j\) are `lam j`, repetitions allowed, and \(L=\mathrm{diag}(\lambda_j)\). The columns \(v_j\) of \(V\) (\(n\times k\)) and \(w_j\) of \(W\) (\(m\times k\)) give the residues \(v_jw_j^*\), summed where eigenvalues coincide. A star on a matrix is the conjugate transpose, `ᴴ` in Lean. Given a factorisation \(A_0=UDZ^*\), the reduced \(k\times k\) matrix is \(B=U^*A_1ZD^{-1}\).

```lean
import Mathlib

open Matrix

namespace ContourEigensolver

noncomputable section

variable {n m k : Type*}
```

`contourMoment` is the integral above, taken entry by entry.

```lean
/-- The `p`-th contour moment of a matrix function `F`: the integral of `z ^ p * F z` over the
circle of centre `c` and radius `R`, divided by `2πi`, entry by entry. -/
def contourMoment (c : ℂ) (R : ℝ) (F : ℂ → Matrix n m ℂ) (p : ℕ) : Matrix n m ℂ :=
  Matrix.of fun i l => (2 * Real.pi * Complex.I)⁻¹ * (∮ z in C(c, R), z ^ p * F z i l)
```

## Simple poles strictly inside the circle

The hypotheses `hF`, `hlam` and `hH` say that on the circle
\[
F(z)=\sum_j\frac{v_jw_j^*}{z-\lambda_j}+H(z),
\]
with every \(\lambda_j\) strictly inside and \(H\) holomorphic inside and continuous up to the circle. Eigenvalues outside contribute only to \(H\). This pole structure is assumed, not derived from an operator.

By hand, \(z^pH\) integrates to zero by Cauchy's theorem, and Cauchy's formula turns \(z^p/(z-\lambda_j)\) into \(2\pi i\,\lambda_j^p\). Hence \(A_p=VL^pW^*\), in particular \(A_0=VW^*\) and \(A_1=VLW^*\). In the proof, `key` splits the integrand, `hzero` and `hres` are the two Cauchy steps, and `hsplit` adds them up.

Without simplicity the formula fails: \(F(z)=1/(z-\lambda)^2\) has \(A_0=0\) and \(A_1=1\).

```lean
variable [Fintype k] [DecidableEq k]

/-- If on the circle `F` is a sum of simple poles at enclosed points `lam j`, with residues
`v_j w_j*`, plus a part `H` holomorphic inside and continuous up to the circle, then its `p`-th
moment is `V L^p W*` with `L = diag(lam)`. -/
theorem contourMoment_eq {c : ℂ} {R : ℝ} (hR : 0 < R) {F H : ℂ → Matrix n m ℂ}
    {V : Matrix n k ℂ} {W : Matrix m k ℂ} {lam : k → ℂ}
    (hlam : ∀ j, lam j ∈ Metric.ball c R)
    (hH : ∀ i l, DiffContOnCl ℂ (fun z => H z i l) (Metric.ball c R))
    (hF : ∀ z ∈ Metric.sphere c R,
      F z = V * diagonal (fun j => (z - lam j)⁻¹) * Wᴴ + H z) (p : ℕ) :
    contourMoment c R F p = V * diagonal (fun j => lam j ^ p) * Wᴴ := by
  refine Matrix.ext fun i l => ?_
  have hent : ∀ d : k → ℂ,
      (V * diagonal d * Wᴴ) i l = ∑ j, V i j * d j * star (W l j) := by
    intro d
    rw [Matrix.mul_apply]
    simp only [Matrix.mul_diagonal, Matrix.conjTranspose_apply]
  -- split the integrand into poles and a holomorphic remainder
  have key : ∀ z ∈ Metric.sphere c R, z ^ p * F z i l =
      (∑ j, (z - lam j)⁻¹ • (z ^ p * (V i j * star (W l j)))) + z ^ p * H z i l := by
    intro z hz
    rw [hF z hz, Matrix.add_apply, hent, mul_add, Finset.mul_sum]
    congr 1
    refine Finset.sum_congr rfl fun j _ => ?_
    rw [smul_eq_mul]
    ring
  have hpole : ∀ j, CircleIntegrable
      (fun z => (z - lam j)⁻¹ • (z ^ p * (V i j * star (W l j)))) c R := by
    intro j
    have hne : ∀ z ∈ Metric.sphere c R, z - lam j ≠ 0 := by
      intro z hz h
      have h1 := hlam j
      rw [← sub_eq_zero.1 h, Metric.mem_ball, Metric.mem_sphere.1 hz] at h1
      exact lt_irrefl _ h1
    have hsub : ContinuousOn (fun z : ℂ => z - lam j) (Metric.sphere c R) := by fun_prop
    have hnum : ContinuousOn (fun z : ℂ => z ^ p * (V i j * star (W l j)))
        (Metric.sphere c R) := by fun_prop
    exact ((hsub.inv₀ hne).smul hnum).circleIntegrable hR.le
  have hcont : ContinuousOn (fun z => z ^ p * H z i l) (Metric.closedBall c R) :=
    (continuous_pow p).continuousOn.mul (hH i l).continuousOn_ball
  have hrest : CircleIntegrable (fun z => z ^ p * H z i l) c R :=
    (hcont.mono Metric.sphere_subset_closedBall).circleIntegrable hR.le
  -- the remainder integrates to zero, each pole gives its residue
  have hzero : (∮ z in C(c, R), z ^ p * H z i l) = 0 :=
    Complex.circleIntegral_eq_zero_of_differentiable_on_off_countable hR.le
      Set.countable_empty hcont fun z hz =>
        (by fun_prop : DifferentiableAt ℂ (fun z : ℂ => z ^ p) z).mul
          ((hH i l).differentiableAt Metric.isOpen_ball hz.1)
  have hres : ∀ j, (∮ z in C(c, R), (z - lam j)⁻¹ • (z ^ p * (V i j * star (W l j)))) =
      (2 * Real.pi * Complex.I) • (lam j ^ p * (V i j * star (W l j))) := fun j =>
    DiffContOnCl.circleIntegral_sub_inv_smul
      (f := fun z => z ^ p * (V i j * star (W l j)))
      (Differentiable.diffContOnCl (by fun_prop)) (hlam j)
  have hsplit : (∮ z in C(c, R), z ^ p * F z i l) =
      ∑ j, (2 * Real.pi * Complex.I) * (lam j ^ p * (V i j * star (W l j))) := by
    rw [circleIntegral.integral_congr hR.le fun z hz => key z hz]
    have hsum : (∮ z in C(c, R), ∑ j, (z - lam j)⁻¹ • (z ^ p * (V i j * star (W l j)))) =
        ∑ j, ∮ z in C(c, R), (z - lam j)⁻¹ • (z ^ p * (V i j * star (W l j))) := by
      simp only [circleIntegral, Finset.smul_sum]
      exact intervalIntegral.integral_finsetSum fun j _ => (hpole j).out
    have hint := CircleIntegrable.fun_sum Finset.univ fun j _ => hpole j
    rw [circleIntegral.integral_add hint hrest, hzero, add_zero, hsum]
    exact Finset.sum_congr rfl fun j _ => hres j
  rw [hent, contourMoment, Matrix.of_apply, hsplit, ← Finset.mul_sum,
    inv_mul_cancel_left₀ Complex.two_pi_I_ne_zero]
  exact Finset.sum_congr rfl fun j _ => by ring

variable [Fintype n] [Fintype m]

/-- The reduced `k × k` matrix `U* A₁ Z D⁻¹` of the contour method, for invertible `D`. -/
def reducedMatrix (U : Matrix n k ℂ) (D : Matrix k k ℂ) (Z : Matrix m k ℂ)
    (A₁ : Matrix n m ℂ) : Matrix k k ℂ :=
  Uᴴ * A₁ * Z * D⁻¹
```

## Orthonormal columns, and a factorisation of the right moment

`hA` says that \(VW^*=UDZ^*\); `hU` and `hZ` say that \(U^*U=Z^*Z=1\). If \(A_0\) has rank \(k\), its singular value decomposition, cut to the nonzero singular values, supplies such factors with \(D\) invertible, though \(D\) need not be diagonal here. For invertible \(D\), all three conditions enter one calculation:
\[
(U^*V)(W^*ZD^{-1})=U^*(UDZ^*)ZD^{-1}=DD^{-1}=1 .
\]
The Lean `calc` follows the same line.

Each condition matters already for scalars. With \(V=W=1\), \(B=\bar u\lambda z/d\) for scalar factors \(u,d,z\). The choice \((u,d,z)=(1,2,1)\) violates `hA` and gives \(\lambda/2\); \((2,\tfrac12,1)\) violates `hU` and \((1,\tfrac12,2)\) violates `hZ`, and both give \(4\lambda\).

```lean
variable {U V : Matrix n k ℂ} {W Z : Matrix m k ℂ} {D : Matrix k k ℂ} {lam : k → ℂ}

/-- If `V W* = U D Z*` with orthonormal columns in `U` and in `Z` and `D` invertible, then
`W* Z D⁻¹` is a right inverse of the overlap `U* V`. -/
theorem overlap_mul_eq_one (hA : V * Wᴴ = U * D * Zᴴ) (hU : Uᴴ * U = 1) (hZ : Zᴴ * Z = 1)
    (hD : IsUnit D) : (Uᴴ * V) * (Wᴴ * Z * D⁻¹) = 1 := by
  calc (Uᴴ * V) * (Wᴴ * Z * D⁻¹) = Uᴴ * (V * Wᴴ) * Z * D⁻¹ := by
        simp only [Matrix.mul_assoc]
    _ = (Uᴴ * U) * D * (Zᴴ * Z) * D⁻¹ := by rw [hA]; simp only [Matrix.mul_assoc]
    _ = 1 := by
        rw [hU, hZ, Matrix.one_mul, Matrix.mul_one,
          Matrix.mul_nonsing_inv _ ((Matrix.isUnit_iff_isUnit_det _).1 hD)]
```

## Invertible D: enough independent directions

`hD` means that the zeroth moment has rank \(k\), so the eigenvectors are independent and the probes detect all of them. Since \(S=U^*V\) is square, its right inverse is its inverse, and
\[
B=U^*VL(W^*ZD^{-1})=SLS^{-1}.
\]

```lean
/-- Let `V W* = U D Z*` with orthonormal columns in `U` and in `Z` and `D` invertible. Then `U* V`
is invertible, and it transforms `L = diag(lam)` into the reduced matrix of `A₁ = V L W*`. -/
theorem reducedMatrix_similar (hA : V * Wᴴ = U * D * Zᴴ) (hU : Uᴴ * U = 1)
    (hZ : Zᴴ * Z = 1) (hD : IsUnit D) :
    IsUnit (Uᴴ * V) ∧ reducedMatrix U D Z (V * diagonal lam * Wᴴ) =
      (Uᴴ * V) * diagonal lam * (Uᴴ * V)⁻¹ := by
  have h := overlap_mul_eq_one hA hU hZ hD
  refine ⟨(Matrix.isUnit_iff_isUnit_det _).2 (Matrix.isUnit_det_of_right_inverse h), ?_⟩
  rw [Matrix.inv_eq_right_inv h, reducedMatrix]
  simp only [Matrix.mul_assoc]
```

Therefore \(\det(X-B)=\det(X-L)=\prod_j(X-\lambda_j)\), which recovers the eigenvalues with multiplicity. Lean cycles the factors with `charpoly_mul_comm`.

```lean
/-- Let `V W* = U D Z*` with orthonormal columns in `U` and in `Z` and `D` invertible. Then the
characteristic polynomial of the reduced matrix of `A₁ = V L W*`, with `L = diag(lam)`, is the
product of the factors `X - lam j`. -/
theorem reducedMatrix_charpoly (hA : V * Wᴴ = U * D * Zᴴ) (hU : Uᴴ * U = 1)
    (hZ : Zᴴ * Z = 1) (hD : IsUnit D) :
    (reducedMatrix U D Z (V * diagonal lam * Wᴴ)).charpoly =
      ∏ j, (Polynomial.X - Polynomial.C (lam j)) := by
  obtain ⟨hS, hB⟩ := reducedMatrix_similar (lam := lam) hA hU hZ hD
  have hdiag : (diagonal lam).charmatrix =
      diagonal fun j => Polynomial.X - Polynomial.C (lam j) := by
    refine Matrix.ext fun i j => ?_
    by_cases h : i = j
    · subst h
      simp [Matrix.charmatrix_apply_eq]
    · simp [Matrix.charmatrix_apply_ne, h]
  rw [hB, Matrix.charpoly_mul_comm, ← Matrix.mul_assoc,
    Matrix.nonsing_inv_mul _ ((Matrix.isUnit_iff_isUnit_det _).1 hS), Matrix.one_mul,
    Matrix.charpoly, hdiag, Matrix.det_diagonal]
```

Compression also loses no eigenvector: \(VS^{-1}=UDZ^*ZD^{-1}=U\), so \(UU^*V=US=V\).

```lean
/-- If `V W* = U D Z*` with orthonormal columns in `U` and in `Z` and `D` invertible, then the
projector `U U*` leaves every column of `V` unchanged. -/
theorem projector_mul_eq (hA : V * Wᴴ = U * D * Zᴴ) (hU : Uᴴ * U = 1)
    (hZ : Zᴴ * Z = 1) (hD : IsUnit D) : U * (Uᴴ * V) = V := by
  have hl := mul_eq_one_comm.1 (overlap_mul_eq_one hA hU hZ hD)
  have hV : V * (Wᴴ * Z * D⁻¹) = U := by
    calc V * (Wᴴ * Z * D⁻¹) = (V * Wᴴ) * Z * D⁻¹ := by simp only [Matrix.mul_assoc]
      _ = U * (D * (Zᴴ * Z) * D⁻¹) := by rw [hA]; simp only [Matrix.mul_assoc]
      _ = U := by
          rw [hZ, Matrix.mul_one,
            Matrix.mul_nonsing_inv _ ((Matrix.isUnit_iff_isUnit_det _).1 hD), Matrix.mul_one]
  calc U * (Uᴴ * V) = V * (Wᴴ * Z * D⁻¹) * (Uᴴ * V) := by rw [hV]
    _ = V := by rw [Matrix.mul_assoc, hl, Matrix.mul_one]
```

In a nonlinear eigenproblem, two distinct eigenvalues may share an eigenvector. Take \(v_1=v_2=e_1\) and \(W=1\) of size two. Then \(A_0\) has rank one, and truncating to that rank gives the single value \((\lambda_1+\lambda_2)/2\), which is neither eigenvalue.

## Columns of V that solve the eigenproblem

Let \(T(z)\) be an \(n\times n\) matrix function, for example \(T(z)=z-M\) for the ordinary eigenproblem of a matrix \(M\). `hT` states \(T(\lambda_j)v_j=0\). Suppose \(Bs=\mu s\) with \(s\neq0\), and put \(c=S^{-1}s\) (a vector here, not the centre). Then \(Lc=\mu c\) and \(Us=USc=Vc\), so
\[
T(\mu)Us=\sum_j c_j\,T(\mu)v_j=0,
\]
because each \(j\) has \(c_j=0\) or \(\lambda_j=\mu\). Moreover \(Us\neq0\), since \(U^*Us=s\). The proof makes the same case split on `c j`. Without `hT`, \(Us\) is still a combination of columns of \(V\), but nothing ties it to \(T\).

```lean
/-- Let `V W* = U D Z*` with orthonormal columns in `U` and in `Z` and `D` invertible, and let the
columns of `V` solve the nonlinear eigenproblem `T(lam j) v_j = 0`. Then each eigenpair `(μ, s)` of
the reduced matrix of `A₁ = V L W*`, with `L = diag(lam)`, lifts to a nonzero solution `U s` of
`T(μ) x = 0`. -/
theorem eigenvector_lift (hA : V * Wᴴ = U * D * Zᴴ) (hU : Uᴴ * U = 1)
    (hZ : Zᴴ * Z = 1) (hD : IsUnit D) {T : ℂ → Matrix n n ℂ}
    (hT : ∀ j, T (lam j) *ᵥ (fun i => V i j) = 0) {μ : ℂ} {s : k → ℂ} (hs : s ≠ 0)
    (hμ : reducedMatrix U D Z (V * diagonal lam * Wᴴ) *ᵥ s = μ • s) :
    U *ᵥ s ≠ 0 ∧ T μ *ᵥ (U *ᵥ s) = 0 := by
  obtain ⟨hS, hB⟩ := reducedMatrix_similar (lam := lam) hA hU hZ hD
  have hdet := (Matrix.isUnit_iff_isUnit_det _).1 hS
  -- coordinates of the lifted vector in the columns of `V`
  obtain ⟨c, hc⟩ : ∃ c, c = (Uᴴ * V)⁻¹ *ᵥ s := ⟨_, rfl⟩
  have hsc : (Uᴴ * V) *ᵥ c = s := by
    rw [hc, Matrix.mulVec_mulVec, Matrix.mul_nonsing_inv _ hdet, Matrix.one_mulVec]
  have hLc : diagonal lam *ᵥ c = μ • c := by
    have h1 : (Uᴴ * V)⁻¹ * ((Uᴴ * V) * diagonal lam * (Uᴴ * V)⁻¹) =
        diagonal lam * (Uᴴ * V)⁻¹ := by
      rw [Matrix.mul_assoc (Uᴴ * V), Matrix.nonsing_inv_mul_cancel_left _ _ hdet]
    rw [hc, Matrix.mulVec_mulVec, ← h1, ← Matrix.mulVec_mulVec, ← hB, hμ, Matrix.mulVec_smul]
  have hUs : U *ᵥ s = V *ᵥ c := by
    rw [← hsc, Matrix.mulVec_mulVec, projector_mul_eq hA hU hZ hD]
  constructor
  · intro h0
    apply hs
    calc s = (Uᴴ * U) *ᵥ s := by rw [hU, Matrix.one_mulVec]
      _ = 0 := by rw [← Matrix.mulVec_mulVec, h0, Matrix.mulVec_zero]
  · rw [hUs, Matrix.mulVec_mulVec]
    funext i
    refine Finset.sum_eq_zero fun j _ => ?_
    -- only columns with `lam j = μ` contribute
    by_cases hj : c j = 0
    · rw [hj, mul_zero]
    · have h1 := congrFun hLc j
      rw [Matrix.mulVec_diagonal, Pi.smul_apply, smul_eq_mul] at h1
      have h2 := congrFun (hT j) i
      rw [mul_right_cancel₀ hj h1] at h2
      have h3 : (T μ * V) i j = 0 := h2
      exact mul_eq_zero_of_left h3 _
```

## From integrals to eigenvalues in a calculation

The next theorem assumes the factorisation of the integral \(A_0\) itself and combines the moment formula with the characteristic polynomial.

```lean
/-- Let `F` have simple poles at enclosed points `lam j` with residues `v_j w_j*`, up to a part
holomorphic inside and continuous up to the circle. If its zeroth moment is `U D Z*` with
orthonormal columns in `U` and in `Z` and `D` invertible, the reduced matrix of its first moment
has characteristic polynomial `∏ (X - lam j)`. -/
theorem contour_charpoly {c : ℂ} {R : ℝ} (hR : 0 < R) {F H : ℂ → Matrix n m ℂ}
    (hlam : ∀ j, lam j ∈ Metric.ball c R)
    (hH : ∀ i l, DiffContOnCl ℂ (fun z => H z i l) (Metric.ball c R))
    (hF : ∀ z ∈ Metric.sphere c R,
      F z = V * diagonal (fun j => (z - lam j)⁻¹) * Wᴴ + H z)
    (hA : contourMoment c R F 0 = U * D * Zᴴ) (hU : Uᴴ * U = 1) (hZ : Zᴴ * Z = 1)
    (hD : IsUnit D) :
    (reducedMatrix U D Z (contourMoment c R F 1)).charpoly =
      ∏ j, (Polynomial.X - Polynomial.C (lam j)) := by
  have h0 := contourMoment_eq hR hlam hH hF 0
  have h1 := contourMoment_eq hR hlam hH hF 1
  simp only [pow_zero, Matrix.diagonal_one, Matrix.mul_one] at h0
  simp only [pow_one] at h1
  rw [h1]
  exact reducedMatrix_charpoly (h0.symm.trans hA) hU hZ hD
```

A code built on this scheme solves linear systems at quadrature nodes, accumulates \(A_0\) and \(A_1\), factorises \(A_0\), diagonalises \(B\) and lifts its eigenvectors by \(U\). For a finite Hamiltonian matrix the circle can be placed around interior levels; the theorem covers exact integrals and exact rank, not quadrature error, rounding or the choice of a truncation threshold.

The explicit matrices below satisfy the factorisation hypotheses with non-orthogonal columns in \(V\). For distinct eigenvalues these cannot be eigenvectors of a Hermitian Hamiltonian, but they can be eigenvectors of a non-Hermitian matrix. They give
\[
B=\begin{pmatrix}\lambda_1&\lambda_2-\lambda_1\\0&\lambda_2\end{pmatrix},
\]
which is non-Hermitian for distinct real eigenvalues.

```lean
/-- Explicit matrices `V`, `W`, `U`, `D`, `Z` with `V W* = U D Z*`, orthonormal columns in `U` and
in `Z`, and `D` invertible. -/
theorem factorisation_witness :
    let V : Matrix (Fin 3) (Fin 2) ℂ := !![1, 1; 0, 1; 0, 0]
    let W : Matrix (Fin 2) (Fin 2) ℂ := !![-1, 1; 2, 0]
    let U : Matrix (Fin 3) (Fin 2) ℂ := !![1, 0; 0, 1; 0, 0]
    let D : Matrix (Fin 2) (Fin 2) ℂ := !![2, 0; 0, 1]
    let Z : Matrix (Fin 2) (Fin 2) ℂ := !![0, 1; 1, 0]
    V * Wᴴ = U * D * Zᴴ ∧ Uᴴ * U = 1 ∧ Zᴴ * Z = 1 ∧ IsUnit D := by
  intro V W U D Z
  have hconj : (starRingEnd ℂ) 2 = 2 := Complex.ext (by simp) (by simp)
  refine ⟨?_, ?_, ?_, ?_⟩
  · ext i j
    fin_cases i <;> fin_cases j <;>
      simp [V, W, U, D, Z, Matrix.mul_apply, Fin.sum_univ_succ, hconj]
  · ext i j
    fin_cases i <;> fin_cases j <;> simp [U, Matrix.mul_apply, Fin.sum_univ_succ]
  · ext i j
    fin_cases i <;> fin_cases j <;> simp [Z, Matrix.mul_apply, Fin.sum_univ_succ]
  · rw [Matrix.isUnit_iff_isUnit_det]
    simp [D, Matrix.det_fin_two]

end

end ContourEigensolver
```

```lean
#print axioms ContourEigensolver.eigenvector_lift
#print axioms ContourEigensolver.contour_charpoly
```

```
'ContourEigensolver.eigenvector_lift' depends on axioms: [propext, Classical.choice, Quot.sound]
'ContourEigensolver.contour_charpoly' depends on axioms: [propext, Classical.choice, Quot.sound]
```
